# The Abraham-Moses map lowers the squared norm on an interval by K(b)²/J(b)

## A constant function on the unit interval

Take $u=\psi=1$ on $[0,1]$ and divide $\psi$ by the running weight $J(x)=1+\int_0^x u^2=1+x$. The result can also be written as a subtraction:

$$\frac{1}{1+x}=1-\frac{x}{1+x}=\psi-\frac{uK}{J},\qquad K(x)=\int_0^x u\psi=x.$$

Its squared norm is $\int_0^1(1+x)^{-2}dx=\tfrac12$. The original squared norm was $1$, and the loss is $K(1)^2/J(1)=\tfrac12$. The loss involves $K$ and $J$ only at the right endpoint, because the lost density $\psi^2-(\psi-uK/J)^2$ is the derivative of $K^2/J$, which vanishes at $0$.

## The map and its physical setting

For real functions $u,\psi$ continuous on $[a,b]$ and $\lambda>0$, define

$$J(x)=\lambda+\int_a^x u^2,\qquad K_\psi(x)=\int_a^x u\psi,\qquad A\psi=\psi-\frac{uK_\psi}{J}.$$

When this map is used to build isospectral potentials, $u$ is a bound state, and $\lambda$ labels the members of a family of deformed potentials; large $\lambda$ means a weak deformation. The norm formula needs neither a potential nor a Schrödinger equation:

$$\int_a^b(A\psi)^2=\int_a^b\psi^2-\frac{K_\psi(b)^2}{J(b)}.$$

For real one-particle states on a finite interval, this tells us which transformed states need renormalising: those that overlap with $u$.

## Derivation from a total derivative

Let $\varphi$ be a second continuous function and set

$$G(x)=\int_a^x\psi\varphi-\frac{K_\psi K_\varphi}{J}.$$

Since $K_\psi'=u\psi$, $K_\varphi'=u\varphi$ and $J'=u^2$ in the interior,

$$G'=\psi\varphi-\frac{u\psi K_\varphi+u\varphi K_\psi}{J}+\frac{u^2K_\psi K_\varphi}{J^2}=(A\psi)(A\varphi).$$

Both overlaps vanish at $a$, so $G(a)=0$. Integrating gives

$$\int_a^b(A\psi)(A\varphi)=\int_a^b\psi\varphi-\frac{K_\psi(b)K_\varphi(b)}{J(b)},$$

and $\varphi=\psi$ is the norm formula. As $J(b)>0$, the norm is preserved exactly when $K_\psi(b)=0$, that is, when $\psi$ is orthogonal to $u$.

## The seed and the way back

For $\psi=u$ we have $K_u=J-\lambda$, hence $Au=\lambda u/J$. With $N=\int_a^b u^2$, its squared norm is

$$N-\frac{N^2}{\lambda+N}=\frac{\lambda N}{\lambda+N}.$$

A normalised seed therefore ends with squared norm $\lambda/(\lambda+1)$.

To recover $\psi$, differentiate the quotient:

$$\left(\frac{K_\psi}{J}\right)'=\frac{u\psi}{J}-\frac{u^2K_\psi}{J^2}=\frac uJ\,A\psi.$$

The quotient vanishes at $a$, so $\psi=A\psi+u\int_a^x(u/J)A\psi$.

## An orthogonal state in numbers

Keep $u=1$, $\lambda=1$ on $[0,1]$, and take $\psi=1-2x$, which is orthogonal to $u$. Then $K_\psi=x-x^2$ and

$$A\psi=1-2x-\frac{x-x^2}{1+x}=\frac{2}{1+x}-(1+x).$$

The squared norm is $4\cdot\tfrac12-4+\tfrac73=\tfrac13$, equal to $\int_0^1(1-2x)^2dx$. The function has changed, but its norm has not.

## The statement in Lean

`weight`, `overlap` and `amMap` are $J$, $K_\psi$ and $A$, and `lam` is $\lambda$. Wave functions have type `ℝ → ℝ`, but `ContinuousOn` constrains them only on `Icc a b`, the closed interval. The hypothesis `a ≤ b` admits a single point, where all the integrals vanish. `norm_change` states the formula with the map written out. Complex wave functions and infinite intervals are not covered, nor is the change of potential.

```lean
import Mathlib

open Set MeasureTheory

namespace AbrahamMoses

noncomputable section

/-- The function `J(x) = lam + ∫ u²`, integrated from `a` to `x`, built from the seed function `u`. -/
def weight (u : ℝ → ℝ) (a lam x : ℝ) : ℝ := lam + ∫ t in a..x, u t ^ 2

/-- The partial overlap `K(x) = ∫ u ψ`, integrated from `a` to `x`. -/
def overlap (u ψ : ℝ → ℝ) (a x : ℝ) : ℝ := ∫ t in a..x, u t * ψ t

/-- The Abraham-Moses map, which sends a wave function `ψ` to `ψ - u K / J`. -/
def amMap (u : ℝ → ℝ) (a lam : ℝ) (ψ : ℝ → ℝ) (x : ℝ) : ℝ :=
  ψ x - u x * overlap u ψ a x / weight u a lam x

variable {u ψ φ : ℝ → ℝ} {a b lam : ℝ}

/-- For `lam > 0` the function `J` is positive at `a` and everywhere to its right. -/
theorem weight_pos (u : ℝ → ℝ) (hlam : 0 < lam) {x : ℝ} (hx : a ≤ x) :
    0 < weight u a lam x := by
  have h : 0 ≤ ∫ t in a..x, u t ^ 2 :=
    intervalIntegral.integral_nonneg hx (fun t _ => sq_nonneg (u t))
  unfold weight
  linarith

/-- Inside the interval, the integral of a continuous function up to `x` has that function
as its derivative. -/
theorem hasDerivAt_primitive {f : ℝ → ℝ} (hf : ContinuousOn f (Icc a b)) {x : ℝ}
    (hx : x ∈ Ioo a b) : HasDerivAt (fun y => ∫ t in a..y, f t) (f x) x :=
  intervalIntegral.integral_hasDerivAt_right
    ((hf.mono (Icc_subset_Icc_right hx.2.le)).intervalIntegrable_of_Icc hx.1.le)
    (ContinuousOn.stronglyMeasurableAtFilter isOpen_Ioo (hf.mono Ioo_subset_Icc_self) x hx)
    (hf.continuousAt (Icc_mem_nhds hx.1 hx.2))

/-- The integral of a continuous function up to `x` is continuous on the closed interval. -/
theorem continuousOn_primitive {f : ℝ → ℝ} (hab : a ≤ b) (hf : ContinuousOn f (Icc a b)) :
    ContinuousOn (fun y => ∫ t in a..y, f t) (Icc a b) := by
  have h : IntegrableOn f (uIcc a b) volume := by
    rw [uIcc_of_le hab]
    exact hf.integrableOn_Icc
  have h2 := intervalIntegral.continuousOn_primitive_interval h
  rwa [uIcc_of_le hab] at h2

/-- The Abraham-Moses map sends continuous wave functions to continuous wave functions. -/
theorem continuousOn_amMap (hab : a ≤ b) (hlam : 0 < lam) (hu : ContinuousOn u (Icc a b))
    (hψ : ContinuousOn ψ (Icc a b)) : ContinuousOn (amMap u a lam ψ) (Icc a b) := by
  have hK : ContinuousOn (overlap u ψ a) (Icc a b) :=
    continuousOn_primitive (f := fun t => u t * ψ t) hab (hu.mul hψ)
  have hJ : ContinuousOn (weight u a lam) (Icc a b) :=
    continuousOn_const.add (continuousOn_primitive (f := fun t => u t ^ 2) hab (hu.pow 2))
  exact hψ.sub ((hu.mul hK).div hJ (fun x hx => (weight_pos u hlam hx.1).ne'))

/-- Under the Abraham-Moses map the inner product of two wave functions on `[a, b]` drops by
the product of their overlaps with `u`, divided by `J(b)`. -/
theorem inner_change (hab : a ≤ b) (hlam : 0 < lam) (hu : ContinuousOn u (Icc a b))
    (hψ : ContinuousOn ψ (Icc a b)) (hφ : ContinuousOn φ (Icc a b)) :
    ∫ x in a..b, amMap u a lam ψ x * amMap u a lam φ x =
      (∫ x in a..b, ψ x * φ x) - overlap u ψ a b * overlap u φ a b / weight u a lam b := by
  have cK : ∀ χ : ℝ → ℝ, ContinuousOn χ (Icc a b) → ContinuousOn (overlap u χ a) (Icc a b) :=
    fun χ hχ => continuousOn_primitive (f := fun t => u t * χ t) hab (hu.mul hχ)
  have cJ : ContinuousOn (weight u a lam) (Icc a b) :=
    continuousOn_const.add (continuousOn_primitive (f := fun t => u t ^ 2) hab (hu.pow 2))
  have cG : ContinuousOn (fun x => (∫ t in a..x, ψ t * φ t) -
      overlap u ψ a x * overlap u φ a x / weight u a lam x) (Icc a b) :=
    (continuousOn_primitive (f := fun t => ψ t * φ t) hab (hψ.mul hφ)).sub
      (((cK ψ hψ).mul (cK φ hφ)).div cJ (fun x hx => (weight_pos u hlam hx.1).ne'))
  -- the transformed integrand is a total derivative
  have dG : ∀ x ∈ Ioo a b, HasDerivAt (fun x => (∫ t in a..x, ψ t * φ t) -
      overlap u ψ a x * overlap u φ a x / weight u a lam x)
      (amMap u a lam ψ x * amMap u a lam φ x) x := by
    intro x hx
    have hne : weight u a lam x ≠ 0 := (weight_pos u hlam hx.1.le).ne'
    have d1 : HasDerivAt (overlap u ψ a) (u x * ψ x) x :=
      hasDerivAt_primitive (f := fun t => u t * ψ t) (hu.mul hψ) hx
    have d2 : HasDerivAt (overlap u φ a) (u x * φ x) x :=
      hasDerivAt_primitive (f := fun t => u t * φ t) (hu.mul hφ) hx
    have d3 : HasDerivAt (weight u a lam) (u x ^ 2) x :=
      (hasDerivAt_primitive (f := fun t => u t ^ 2) (hu.pow 2) hx).const_add lam
    have d4 := hasDerivAt_primitive (f := fun t => ψ t * φ t) (hψ.mul hφ) hx
    refine (d4.fun_sub ((d1.fun_mul d2).fun_div d3 hne)).congr_deriv ?_
    simp only [amMap]
    field_simp
    ring
  have hint := ((continuousOn_amMap hab hlam hu hψ).mul
    (continuousOn_amMap hab hlam hu hφ)).intervalIntegrable_of_Icc (μ := volume) hab
  have h := intervalIntegral.integral_eq_sub_of_hasDerivAt_of_le hab cG dG hint
  have h0 : overlap u ψ a a = 0 := by simp [overlap]
  rw [h]
  simp [h0]

/-- Norm change under the Abraham-Moses map: the integral of `(ψ - u K / J)²` over `[a, b]`
equals the integral of `ψ²` minus `K(b)² / J(b)`. -/
theorem norm_change (hab : a ≤ b) (hlam : 0 < lam) (hu : ContinuousOn u (Icc a b))
    (hψ : ContinuousOn ψ (Icc a b)) :
    ∫ x in a..b, (ψ x - u x * overlap u ψ a x / weight u a lam x) ^ 2 =
      (∫ x in a..b, ψ x ^ 2) - overlap u ψ a b ^ 2 / weight u a lam b := by
  have h := inner_change hab hlam hu hψ hψ
  simp only [← pow_two] at h
  exact h

/-- The map preserves the norm of `ψ` on `[a, b]` exactly when `ψ` is orthogonal to `u` there. -/
theorem norm_preserved_iff (hab : a ≤ b) (hlam : 0 < lam) (hu : ContinuousOn u (Icc a b))
    (hψ : ContinuousOn ψ (Icc a b)) :
    ∫ x in a..b, amMap u a lam ψ x ^ 2 = ∫ x in a..b, ψ x ^ 2 ↔
      ∫ x in a..b, u x * ψ x = 0 := by
  have h : ∫ x in a..b, amMap u a lam ψ x ^ 2 = _ := norm_change hab hlam hu hψ
  have hJ := weight_pos u hlam hab
  change _ ↔ overlap u ψ a b = 0
  rw [h]
  constructor
  · intro h1
    have h2 : overlap u ψ a b ^ 2 / weight u a lam b = 0 := by linarith
    rcases div_eq_zero_iff.mp h2 with h3 | h3
    · exact (pow_eq_zero_iff two_ne_zero).mp h3
    · exact absurd h3 hJ.ne'
  · intro h1
    simp [h1]

/-- For `lam > 0`, the image of the seed function `u` equals `lam u / J` at every point `x ≥ a`. -/
theorem amMap_seed (u : ℝ → ℝ) (hlam : 0 < lam) {x : ℝ} (hx : a ≤ x) :
    amMap u a lam u x = lam * u x / weight u a lam x := by
  have hne := (weight_pos u hlam hx).ne'
  have hK : overlap u u a x = weight u a lam x - lam := by
    simp only [overlap, weight, pow_two]
    ring
  rw [amMap, hK]
  field_simp
  ring

/-- If `u` has squared norm `N` on `[a, b]`, its image has squared norm `lam N / (lam + N)`. -/
theorem norm_seed (hab : a ≤ b) (hlam : 0 < lam) (hu : ContinuousOn u (Icc a b)) :
    ∫ x in a..b, amMap u a lam u x ^ 2 =
      lam * (∫ x in a..b, u x ^ 2) / (lam + ∫ x in a..b, u x ^ 2) := by
  have h : ∫ x in a..b, amMap u a lam u x ^ 2 = _ := norm_change hab hlam hu hu
  have hK : overlap u u a b = ∫ x in a..b, u x ^ 2 := by simp only [overlap, pow_two]
  have hne : lam + ∫ x in a..b, u x ^ 2 ≠ 0 := (weight_pos u hlam hab).ne'
  rw [h, hK, weight]
  generalize (∫ x in a..b, u x ^ 2) = N at hne ⊢
  field_simp
  ring

/-- The original wave function is recovered from its image `χ` as `χ + u ∫ (u / J) χ`, with the
integral running from `a` to the point considered. -/
theorem reconstruction (hlam : 0 < lam) (hu : ContinuousOn u (Icc a b))
    (hψ : ContinuousOn ψ (Icc a b)) {x : ℝ} (hx : x ∈ Icc a b) :
    ψ x = amMap u a lam ψ x +
      u x * ∫ t in a..x, u t / weight u a lam t * amMap u a lam ψ t := by
  have hu' := hu.mono (Icc_subset_Icc_right hx.2)
  have hψ' := hψ.mono (Icc_subset_Icc_right hx.2)
  have cK : ContinuousOn (overlap u ψ a) (Icc a x) :=
    continuousOn_primitive (f := fun t => u t * ψ t) hx.1 (hu'.mul hψ')
  have cJ : ContinuousOn (weight u a lam) (Icc a x) :=
    continuousOn_const.add (continuousOn_primitive (f := fun t => u t ^ 2) hx.1 (hu'.pow 2))
  have hne : ∀ t ∈ Icc a x, weight u a lam t ≠ 0 := fun t ht => (weight_pos u hlam ht.1).ne'
  -- the quotient K / J is the primitive of (u / J) times the image
  have dG : ∀ t ∈ Ioo a x, HasDerivAt (fun t => overlap u ψ a t / weight u a lam t)
      (u t / weight u a lam t * amMap u a lam ψ t) t := by
    intro t ht
    have hn := hne t (Ioo_subset_Icc_self ht)
    have d1 : HasDerivAt (overlap u ψ a) (u t * ψ t) t :=
      hasDerivAt_primitive (f := fun t => u t * ψ t) (hu'.mul hψ') ht
    have d2 : HasDerivAt (weight u a lam) (u t ^ 2) t :=
      (hasDerivAt_primitive (f := fun t => u t ^ 2) (hu'.pow 2) ht).const_add lam
    refine (d1.fun_div d2 hn).congr_deriv ?_
    simp only [amMap]
    field_simp
  have hint := ((hu'.div cJ hne).mul
    (continuousOn_amMap hx.1 hlam hu' hψ')).intervalIntegrable_of_Icc (μ := volume) hx.1
  have h := intervalIntegral.integral_eq_sub_of_hasDerivAt_of_le hx.1 (cK.div cJ hne) dG hint
  have h0 : overlap u ψ a a = 0 := by simp [overlap]
  rw [h]
  simp only [amMap, Pi.div_apply, h0, zero_div, sub_zero]
  ring

end

end AbrahamMoses
```

```lean
#print axioms AbrahamMoses.norm_change
#print axioms AbrahamMoses.norm_preserved_iff
#print axioms AbrahamMoses.norm_seed
#print axioms AbrahamMoses.reconstruction
```

```
'AbrahamMoses.norm_change' depends on axioms: [propext, Classical.choice, Quot.sound]
'AbrahamMoses.norm_preserved_iff' depends on axioms: [propext, Classical.choice, Quot.sound]
'AbrahamMoses.norm_seed' depends on axioms: [propext, Classical.choice, Quot.sound]
'AbrahamMoses.reconstruction' depends on axioms: [propext, Classical.choice, Quot.sound]
```

## How the proof follows the calculation

`weight_pos` makes every division by $J$ legitimate. `hasDerivAt_primitive` supplies interior derivatives, while `continuousOn_primitive` supplies continuity up to the endpoints; `continuousOn_amMap` then makes the transformed integrand integrable.

In `inner_change`, `cG` and `dG` are the continuity and the derivative of $G$. The product and quotient rules produce the derivative, and `field_simp` with `ring` checks that it equals $(A\psi)(A\varphi)$. The fundamental theorem of calculus, in a form that needs derivatives only in the open interval, finishes the argument with $K_\psi(a)=0$.

`norm_change` sets $\varphi=\psi$ and turns products into squares. `norm_preserved_iff` reads off when the loss vanishes. `amMap_seed` substitutes $K_u=J-\lambda$, and `norm_seed` simplifies the norm formula for $u$.

`reconstruction` applies the same theorem of calculus to $K_\psi/J$ on $[a,x]$. It recovers $\psi$ from its image, so the map is injective on continuous functions on $[a,b]$; it does not state that every continuous function is an image.
